# An energy derivative orthogonal to a nodeless radial function has exactly one node

The energy derivative is modelled here as a second radial function $v$, given alongside the radial function $f$, and not as a limit taken in the energy. In the radial-equation theorem, $v$ is tied to $f$ by the energy-differentiated equation. The more general theorem replaces that equation by a condition on the sign of a Wronskian, so it also covers functions $v$ that are not energy derivatives.

Let $R>0$ be the sphere radius, and let $f$ and $v$ be continuous on $[0,R]$ and differentiable on $(0,R)$. Suppose that inside the sphere

$$f>0,\qquad W=f'v-fv'>0,$$

and that $\int_0^R f v\,dr=0$. Then $v/f$ is strictly decreasing on $(0,R)$, and $v$ has exactly one zero there. When $f$ solves the radial Schrödinger equation, $v$ solves its energy-differentiated form, both vanish at the origin and their slopes are continuous up to the endpoints, the condition $W>0$ follows from $f>0$ and need not be assumed.

## Node counts in a LAPW radial basis

Inside each muffin-tin sphere, LAPW uses a radial function $u$ and its energy derivative $\dot u$. With $f=ru$ and $v=r\dot u$, the integral of $fv$ is the usual overlap $\int_0^R u\,\dot u\,r^2dr$, which vanishes when $\dot u$ is the derivative of a radial function normalised in the sphere at every energy.

For a non-relativistic radial equation with a fixed, energy-independent potential, the result gives a LAPW code a check on this pair: if $u$ has no node inside the sphere, the orthogonalised $\dot u$ must have exactly one. A different count means that a hypothesis fails or that the numerical solution is inaccurate.

The orthogonalisation step doesn't disturb the argument. Replacing $v$ by $v+cf$, with $c$ constant, leaves $W$ unchanged and shifts $v/f$ by $c$. Monotonicity alone allows at most one node, and orthogonality ensures that there is one.

## From the Wronskian to the node

By the quotient rule,

$$\left(\frac vf\right)'=\frac{v'f-vf'}{f^2}=-\frac{W}{f^2}<0,$$

so $v/f$ is strictly decreasing on $(0,R)$. The ratio is used only where $f>0$, so $f$ may vanish at either endpoint.

For existence, define the running overlap

$$G(x)=\int_0^x f(r)v(r)\,dr.$$

It satisfies $G(0)=G(R)=0$ and $G'(x)=f(x)v(x)$ inside the interval. Rolle's theorem gives a point $r_0\in(0,R)$ with $f(r_0)v(r_0)=0$. Since $f(r_0)>0$, this means $v(r_0)=0$.

A second zero $s$ would give $v(s)/f(s)=0=v(r_0)/f(r_0)$, which a strictly decreasing ratio permits only for $s=r_0$. The ratio is positive before $r_0$ and negative after it, and $v$ has the same signs because $f>0$.

It remains to obtain $W>0$ from the radial equation. In units with $\hbar^2/2m=1$, and with the centrifugal term included in $V$,

$$-f''+Vf=Ef.$$

Differentiating with respect to $E$ at fixed $V$ gives

$$-v''+Vv=Ev+f.$$

Hence $f''=(V-E)f$ and $v''=(V-E)v-f$, and

$$\begin{aligned}
W'&=f''v+f'v'-f'v'-fv''\\
&=(V-E)fv-f\bigl[(V-E)v-f\bigr]=f^2.
\end{aligned}$$

The slopes $f'$ and $v'$ are assumed continuous up to the endpoints, so $W$ is continuous on $[0,R]$, and $f(0)=v(0)=0$ gives $W(0)=0$. The Wronskian starts at zero and grows at the rate $f^2>0$, so it is positive throughout $(0,R)$.

The free s-wave gives an explicit case. Take $V=0$, $E=1$, $R=\pi$ and

$$f=\sin r,\qquad v=\tfrac12 r\cos r+\tfrac14\sin r.$$

The running overlap is $G(x)=x\sin^2x/4$, which vanishes at $0$ and $\pi$. The node satisfies $\tan r=-2r$ and lies near $r=1.84$. These functions are unnormalised; multiplying both by $\sqrt{2/\pi}$ makes $\int_0^\pi f^2dr=1$ and leaves the node in place.

## The Lean development

```lean
import Mathlib

open Set

namespace RadialEnergyDerivative

/-- The Wronskian `f' v - f v'` of a radial function `f` and a second function `v`,
with `f'` and `v'` standing for their radial derivatives. -/
def wronskian (f f' v v' : ℝ → ℝ) (r : ℝ) : ℝ := f' r * v r - f r * v' r

/-- Inside the sphere, for `0 < r < R`, `f` solves the radial equation `-f'' + V f = E f` and `v`
solves its energy derivative `-v'' + V v = E v + f`; both vanish at the origin and have slopes
continuous up to the endpoints. Here `V` is the effective potential, centrifugal term included. -/
structure IsRadialPair (V : ℝ → ℝ) (E R : ℝ) (f f' v v' : ℝ → ℝ) : Prop where
  cont_f : ContinuousOn f (Icc 0 R)
  cont_f' : ContinuousOn f' (Icc 0 R)
  cont_v : ContinuousOn v (Icc 0 R)
  cont_v' : ContinuousOn v' (Icc 0 R)
  f_zero : f 0 = 0
  v_zero : v 0 = 0
  deriv_f : ∀ r ∈ Ioo 0 R, HasDerivAt f (f' r) r
  deriv_v : ∀ r ∈ Ioo 0 R, HasDerivAt v (v' r) r
  radial_eq : ∀ r ∈ Ioo 0 R, HasDerivAt f' ((V r - E) * f r) r
  energy_deriv_eq : ∀ r ∈ Ioo 0 R, HasDerivAt v' ((V r - E) * v r - f r) r

variable {f f' v v' : ℝ → ℝ} {R : ℝ}

/-- Where `f` does not vanish, the slope of `v / f` is minus the Wronskian over `f ^ 2`. -/
theorem hasDerivAt_ratio {r : ℝ} (hf : HasDerivAt f (f' r) r)
    (hv : HasDerivAt v (v' r) r) (h0 : f r ≠ 0) :
    HasDerivAt (fun x => v x / f x) (-wronskian f f' v v' r / f r ^ 2) r := by
  refine (hv.fun_div hf h0).congr_deriv ?_
  unfold wronskian
  ring

/-- If `f` is positive and the Wronskian is positive inside the sphere, then `v / f`
is strictly decreasing there. -/
theorem ratio_strictAntiOn (hf : ∀ r ∈ Ioo 0 R, HasDerivAt f (f' r) r)
    (hv : ∀ r ∈ Ioo 0 R, HasDerivAt v (v' r) r) (hpos : ∀ r ∈ Ioo 0 R, 0 < f r)
    (hW : ∀ r ∈ Ioo 0 R, 0 < wronskian f f' v v' r) :
    StrictAntiOn (fun r => v r / f r) (Ioo 0 R) := by
  have hd := fun r (hr : r ∈ Ioo 0 R) =>
    hasDerivAt_ratio (hf r hr) (hv r hr) (hpos r hr).ne'
  apply strictAntiOn_of_deriv_neg (convex_Ioo 0 R)
  · exact fun r hr => (hd r hr).continuousAt.continuousWithinAt
  · intro r hr
    have hr' : r ∈ Ioo 0 R := interior_subset hr
    rw [(hd r hr').deriv]
    exact div_neg_of_neg_of_pos (neg_lt_zero.mpr (hW r hr')) (pow_pos (hpos r hr') 2)

/-- On `[0, R]`, a continuous function orthogonal to a continuous function that is positive inside
the sphere has a node inside the sphere. -/
theorem exists_node_of_orthogonal (hR : 0 < R) (cf : ContinuousOn f (Icc 0 R))
    (cv : ContinuousOn v (Icc 0 R)) (hpos : ∀ r ∈ Ioo 0 R, 0 < f r)
    (horth : ∫ r in (0 : ℝ)..R, f r * v r = 0) : ∃ r ∈ Ioo 0 R, v r = 0 := by
  have hc : ContinuousOn (fun r => f r * v r) (Icc 0 R) := cf.mul cv
  -- the running overlap vanishes at both ends, so Rolle's theorem applies
  have hG : ContinuousOn (fun x => ∫ r in (0 : ℝ)..x, f r * v r) (Icc 0 R) := by
    have h := intervalIntegral.continuousOn_primitive_interval
      (μ := MeasureTheory.volume) (f := fun r => f r * v r) (a := 0) (b := R)
      (by rw [uIcc_of_le hR.le]; exact hc.integrableOn_Icc)
    rwa [uIcc_of_le hR.le] at h
  have hd : ∀ x ∈ Ioo 0 R,
      HasDerivAt (fun x => ∫ r in (0 : ℝ)..x, f r * v r) (f x * v x) x := by
    intro x hx
    apply intervalIntegral.integral_hasDerivAt_right
    · exact (hc.mono (Icc_subset_Icc_right hx.2.le)).intervalIntegrable_of_Icc hx.1.le
    · exact (hc.mono Ioo_subset_Icc_self).stronglyMeasurableAtFilter isOpen_Ioo x hx
    · exact hc.continuousAt (Icc_mem_nhds hx.1 hx.2)
  obtain ⟨r, hr, h⟩ := exists_hasDerivAt_eq_zero hR hG
    (by rw [horth, intervalIntegral.integral_same]) hd
  exact ⟨r, hr, (mul_eq_zero.mp h).resolve_left (hpos r hr).ne'⟩

/-- If `f` and the Wronskian are positive inside the sphere and `v` is orthogonal to `f`, then `v /
f` is strictly decreasing and `v` has exactly one node inside the sphere. -/
theorem one_node (hR : 0 < R) (cf : ContinuousOn f (Icc 0 R))
    (cv : ContinuousOn v (Icc 0 R)) (hf : ∀ r ∈ Ioo 0 R, HasDerivAt f (f' r) r)
    (hv : ∀ r ∈ Ioo 0 R, HasDerivAt v (v' r) r) (hpos : ∀ r ∈ Ioo 0 R, 0 < f r)
    (hW : ∀ r ∈ Ioo 0 R, 0 < wronskian f f' v v' r)
    (horth : ∫ r in (0 : ℝ)..R, f r * v r = 0) :
    StrictAntiOn (fun r => v r / f r) (Ioo 0 R) ∧ ∃! r, r ∈ Ioo 0 R ∧ v r = 0 := by
  have hanti := ratio_strictAntiOn hf hv hpos hW
  obtain ⟨r₀, hr₀, h₀⟩ := exists_node_of_orthogonal hR cf cv hpos horth
  refine ⟨hanti, r₀, ⟨hr₀, h₀⟩, ?_⟩
  -- a strictly decreasing ratio takes the value zero only once
  rintro s ⟨hs, hs₀⟩
  apply hanti.injOn hs hr₀
  show v s / f s = v r₀ / f r₀
  rw [hs₀, h₀, zero_div, zero_div]

/-- If `v / f` is strictly decreasing with `f` positive, then `v` is positive inside its node `r₀`
and negative between `r₀` and `R`. -/
theorem sign_change (hpos : ∀ r ∈ Ioo 0 R, 0 < f r)
    (hanti : StrictAntiOn (fun r => v r / f r) (Ioo 0 R))
    {r₀ : ℝ} (hr₀ : r₀ ∈ Ioo 0 R) (h₀ : v r₀ = 0) :
    (∀ r ∈ Ioo 0 r₀, 0 < v r) ∧ ∀ r ∈ Ioo r₀ R, v r < 0 := by
  constructor
  · intro r hr
    have hr' : r ∈ Ioo 0 R := ⟨hr.1, hr.2.trans hr₀.2⟩
    have h := hanti hr' hr₀ hr.2
    simp only [h₀, zero_div] at h
    have h2 := mul_pos h (hpos r hr')
    rwa [div_mul_cancel₀ _ (hpos r hr').ne'] at h2
  · intro r hr
    have hr' : r ∈ Ioo 0 R := ⟨hr₀.1.trans hr.1, hr.2⟩
    have h := hanti hr₀ hr' hr.1
    simp only [h₀, zero_div] at h
    have h2 := mul_neg_of_neg_of_pos h (hpos r hr')
    rwa [div_mul_cancel₀ _ (hpos r hr').ne'] at h2

/-- For a radial pair with `f` positive inside the sphere, the Wronskian is positive there. -/
theorem IsRadialPair.wronskian_pos {V : ℝ → ℝ} {E : ℝ}
    (h : IsRadialPair V E R f f' v v') (hpos : ∀ r ∈ Ioo 0 R, 0 < f r) :
    ∀ r ∈ Ioo 0 R, 0 < wronskian f f' v v' r := by
  -- the potential cancels and the Wronskian grows at the rate `f ^ 2`
  have hd : ∀ r ∈ Ioo 0 R, HasDerivAt (wronskian f f' v v') (f r ^ 2) r := by
    intro r hr
    refine (((h.radial_eq r hr).fun_mul (h.deriv_v r hr)).fun_sub
      ((h.deriv_f r hr).fun_mul (h.energy_deriv_eq r hr))).congr_deriv ?_
    ring
  have hmono : StrictMonoOn (wronskian f f' v v') (Icc 0 R) := by
    apply strictMonoOn_of_deriv_pos (convex_Icc 0 R)
    · exact (h.cont_f'.mul h.cont_v).sub (h.cont_f.mul h.cont_v')
    · intro r hr
      rw [interior_Icc] at hr
      rw [(hd r hr).deriv]
      exact pow_pos (hpos r hr) 2
  intro r hr
  have h1 := hmono ⟨le_rfl, (hr.1.trans hr.2).le⟩ (Ioo_subset_Icc_self hr) hr.1
  have h2 : wronskian f f' v v' 0 = 0 := by simp [wronskian, h.f_zero, h.v_zero]
  rwa [h2] at h1

/-- For a radial pair with `f` positive inside the sphere and `v` orthogonal to `f`, `v` has exactly
one node inside the sphere. -/
theorem IsRadialPair.one_node {V : ℝ → ℝ} {E : ℝ} (hR : 0 < R)
    (h : IsRadialPair V E R f f' v v') (hpos : ∀ r ∈ Ioo 0 R, 0 < f r)
    (horth : ∫ r in (0 : ℝ)..R, f r * v r = 0) : ∃! r, r ∈ Ioo 0 R ∧ v r = 0 :=
  (RadialEnergyDerivative.one_node hR h.cont_f h.cont_v h.deriv_f h.deriv_v hpos
    (h.wronskian_pos hpos) horth).2

/-- The free s-wave `sin r` at energy `1` on `[0, π]`, with `v = r cos r / 2 + sin r / 4`, is a
radial pair; `sin r` is positive inside the sphere and orthogonal to `v`. -/
theorem isRadialPair_witness :
    IsRadialPair (fun _ => 0) 1 Real.pi Real.sin Real.cos
      (fun r => r * Real.cos r / 2 + Real.sin r / 4)
      (fun r => 3 * Real.cos r / 4 - r * Real.sin r / 2) ∧
    (∀ r ∈ Ioo 0 Real.pi, 0 < Real.sin r) ∧
    ∫ r in (0 : ℝ)..Real.pi,
      Real.sin r * (r * Real.cos r / 2 + Real.sin r / 4) = 0 := by
  refine ⟨?_, fun r hr => Real.sin_pos_of_pos_of_lt_pi hr.1 hr.2, ?_⟩
  · constructor
    · exact Real.continuous_sin.continuousOn
    · exact Real.continuous_cos.continuousOn
    · exact Continuous.continuousOn (by fun_prop)
    · exact Continuous.continuousOn (by fun_prop)
    · exact Real.sin_zero
    · simp
    · exact fun r _ => Real.hasDerivAt_sin r
    · intro r _
      refine ((((hasDerivAt_id' r).fun_mul (Real.hasDerivAt_cos r)).div_const 2).fun_add
        ((Real.hasDerivAt_sin r).div_const 4)).congr_deriv ?_
      ring
    · intro r _
      refine (Real.hasDerivAt_cos r).congr_deriv ?_
      ring
    · intro r _
      refine ((((Real.hasDerivAt_cos r).const_mul 3).div_const 4).fun_sub
        (((hasDerivAt_id' r).fun_mul (Real.hasDerivAt_sin r)).div_const 2)).congr_deriv ?_
      ring
  · -- the running overlap is `r sin² r / 4`
    have hd : ∀ r ∈ uIcc 0 Real.pi,
        HasDerivAt (fun x => x * (Real.sin x * Real.sin x) / 4)
          (Real.sin r * (r * Real.cos r / 2 + Real.sin r / 4)) r := by
      intro r _
      refine (((hasDerivAt_id' r).fun_mul ((Real.hasDerivAt_sin r).fun_mul
        (Real.hasDerivAt_sin r))).div_const 4).congr_deriv ?_
      ring
    rw [intervalIntegral.integral_eq_sub_of_hasDerivAt hd
      (Continuous.intervalIntegrable (by fun_prop) _ _)]
    simp

end RadialEnergyDerivative
```

```lean
#print axioms RadialEnergyDerivative.one_node
#print axioms RadialEnergyDerivative.sign_change
#print axioms RadialEnergyDerivative.IsRadialPair.one_node
```

```
'RadialEnergyDerivative.one_node' depends on axioms: [propext, Classical.choice, Quot.sound]
'RadialEnergyDerivative.sign_change' depends on axioms: [propext, Classical.choice, Quot.sound]
'RadialEnergyDerivative.IsRadialPair.one_node' depends on axioms: [propext, Classical.choice, Quot.sound]
```

## How the Lean statements read

The functions `f`, `f'`, `v` and `v'` are four separate real functions. The prime is part of a name, and the hypotheses `HasDerivAt f (f' r) r` and `HasDerivAt v (v' r) r` make the primed functions the radial derivatives at interior points. `Icc 0 R` is the closed interval and `Ioo 0 R` the open one.

In `one_node`, `hpos` says that $f$ is positive inside the sphere, `hW` that the Wronskian is positive there, and `horth` that the overlap is zero. The conclusion has two parts: `StrictAntiOn` states the strict decrease of the ratio, and `∃!` states that one and only one interior zero exists.

The structure `IsRadialPair` collects the two differential equations, the values at the origin, and the continuity of the functions and slopes up to the endpoints. `IsRadialPair.one_node` replaces the Wronskian hypothesis by this structure, but still assumes positivity and orthogonality. The first is the physical condition that the chosen radial function has no interior node, with its overall sign fixed. The second holds when the normalisation inside the sphere stays constant as the energy changes.

## How the proof follows the derivation

`hasDerivAt_ratio` applies the quotient rule, and `ring` identifies the numerator as minus the Wronskian. `ratio_strictAntiOn` turns the negative derivative into strict decrease on the open interval.

`exists_node_of_orthogonal` is the Rolle step. It first shows that the running overlap is continuous on the closed interval (`hG`) and has derivative $fv$ inside (`hd`). Then `exists_hasDerivAt_eq_zero` supplies the stationary point, and positivity of $f$ removes one factor of the product.

`one_node` combines the two results, with uniqueness coming from the injectivity of a strictly decreasing function. `sign_change` compares the ratio at $r$ with its zero value at $r_0$ and multiplies by $f(r)$ to recover the sign of $v$.

`IsRadialPair.wronskian_pos` differentiates $W$ by the product rule, and `ring` cancels the potential terms to leave $f^2$. Strict growth on the closed interval and $W(0)=0$ then give positivity. Finally, `isRadialPair_witness` verifies the free s-wave: its equations, its positivity, and its orthogonality through the antiderivative $r\sin^2r/4$.

## Which radial problems are covered

The theorems concern exact functions on a continuous interval. They give no error bound for a radial grid, and they don't construct solutions for a given potential.

The potential may be singular at the origin, because the equations are imposed only for $0<r<R$, provided that the solutions meet the stated continuity conditions. With $f>0$, `IsRadialPair` excludes a jump in $V$ inside the sphere: $f'$ must be differentiable at every interior point, and a derivative cannot have a jump. The general `one_node` doesn't mention $V$, and still applies there if its own hypotheses, including $W>0$, are established separately. Scalar-relativistic radial equations have a different form, so `IsRadialPair` doesn't describe them. Radial functions that already have interior nodes are excluded by `hpos`.

An alternative model would start from a family $f(E,r)$ and define $v=\partial f/\partial E$. The equation for $v$ would then be derived by exchanging energy and radial derivatives, which requires smoothness in both variables. If the family were normalised at every energy, orthogonality would also be derived:

$$0=\frac{d}{dE}\int_0^R f(E,r)^2\,dr=2\int_0^R f v\,dr,$$

given enough regularity to differentiate under the integral. Such a statement would be closer to the definition of $\dot u$, with stronger assumptions about the energy dependence. The two-function model needs data at one energy only, which is also what a code holds after solving for $f$ and $v$ at its linearisation energy.
